# A vanishing dipole element with a positive final wave requires a node in the initial wave

The final state is modelled by one explicit positive function whose decay rate $b>0$ can be varied. In photoionisation, a Cooper minimum appears where the radial dipole element changes sign as the photon energy varies. Here $b$ takes the place of the energy, so the model is a one-electron, one-parameter caricature: a true continuum wave oscillates, and this one does not.

```lean
import Mathlib

open Set MeasureTheory

namespace CooperMinimum

noncomputable section
```

The initial reduced radial wave is $u_{a,c}(r)=(r-cr^2)e^{-ar}$, with $a>0$ and $c$ real. It starts like $r$, as an s wave does.

```lean
/-- The reduced radial wave `(r - c r²) e^(-a r)` of the initial state. -/
def initialWave (a c r : ℝ) : ℝ := (r - c * r ^ 2) * Real.exp (-(a * r))
```

The final reduced wave is $v_b(r)=r^2e^{-br}$, which starts like a p wave.

```lean
/-- The reduced radial wave `r² e^(-b r)` of the final state. -/
def finalWave (b r : ℝ) : ℝ := r ^ 2 * Real.exp (-(b * r))
```

For real functions $u$ and $v$, the dipole element is $D(u,v)=\int_0^\infty u(r)\,r\,v(r)\,dr$. The volume factor $r^2$ is already absorbed in the reduced waves, and the angular factor is left out.

```lean
/-- The radial dipole matrix element: the integral of `u(r) r v(r)` over `r > 0`. -/
def dipole (u v : ℝ → ℝ) : ℝ := ∫ r in Ioi (0 : ℝ), u r * r * v r
```

The waves are not normalised. Their squared norms are $N_u=(a^2-3ac+3c^2)/(4a^5)$ and $N_v=3/(4b^5)$, so the normalised element is $D/\sqrt{N_uN_v}$, with the same sign and zeros as $D$.

## (a) Powers against an exponential

**Task.** For $s>0$ and $n=0,1,2,\dots$, show that
$$\int_0^\infty r^n e^{-sr}\,dr=\frac{n!}{s^{n+1}}.$$

**Solution.** Substituting $t=sr$ gives $s^{-(n+1)}\int_0^\infty t^n e^{-t}\,dt=\Gamma(n+1)/s^{n+1}$, and $\Gamma(n+1)=n!$. The Lean proof takes Mathlib's Gamma integral, stated for real exponents, and converts the exponents to natural numbers.

```lean
/-- For `s > 0`, the integral of `rⁿ e^(-s r)` over `r > 0` is `n! / s^(n+1)`. -/
theorem integral_pow_mul_exp (n : ℕ) {s : ℝ} (hs : 0 < s) :
    ∫ r in Ioi (0 : ℝ), r ^ n * Real.exp (-(s * r)) = (n.factorial : ℝ) / s ^ (n + 1) := by
  have h := Real.integral_rpow_mul_exp_neg_mul_Ioi (a := (n : ℝ) + 1) (r := s)
    (by positivity) hs
  have e : (1 / s) ^ ((n : ℝ) + 1) = (1 / s) ^ (n + 1) := by
    exact_mod_cast Real.rpow_natCast (1 / s) (n + 1)
  rw [Real.Gamma_nat_eq_factorial, e] at h
  simp only [add_sub_cancel_right, Real.rpow_natCast] at h
  rw [h, one_div, inv_pow, div_eq_inv_mul]
```

## (b) Integrability of these functions

**Task.** For $s>0$, show that
$$\int_0^\infty \left|r^n e^{-sr}\right|dr<\infty.$$

**Solution.** The function $r^ne^{-sr/2}$ is bounded on $r>0$ by some constant $C$, so the integrand is at most $Ce^{-sr/2}$, which is integrable. Lean argues differently: it assigns the value $0$ to the integral of a non-integrable function, whereas (a) gives a positive value. The same convention is why parts (f) and (g) assume integrability.

```lean
/-- For `s > 0`, the function `rⁿ e^(-s r)` is integrable over `r > 0`. -/
theorem integrable_pow_mul_exp (n : ℕ) {s : ℝ} (hs : 0 < s) :
    IntegrableOn (fun r : ℝ => r ^ n * Real.exp (-(s * r))) (Ioi 0) := by
  -- a non-integrable function would have integral zero in Lean
  have h := integral_pow_mul_exp n hs
  by_contra hn
  rw [integral_undef hn] at h
  have hp : 0 < (n.factorial : ℝ) / s ^ (n + 1) := by positivity
  linarith
```

## (c) The dipole element in closed form

**Task.** For $a,b>0$ and real $c$, show that
$$D(u_{a,c},v_b)=\frac{24(a+b-5c)}{(a+b)^6}.$$

**Solution.** Put $s=a+b$. The integrand is $(r-cr^2)\,r\cdot r^2e^{-sr}=r^4e^{-sr}-c\,r^5e^{-sr}$. Both terms are integrable by (b), and (a) gives
$$D=\frac{4!}{s^5}-c\,\frac{5!}{s^6}=\frac{24s-120c}{s^6}=\frac{24(s-5c)}{s^6}.$$
In the code, `split` is the rewriting of the integrand, `h4` and `h5` are the two integrals, and `e5` brings them to a common denominator.

```lean
/-- For `a, b > 0`, the dipole matrix element between the two model waves is
`24 (a + b - 5c) / (a + b)⁶`. -/
theorem dipole_eq {a b : ℝ} (c : ℝ) (ha : 0 < a) (hb : 0 < b) :
    dipole (initialWave a c) (finalWave b) = 24 * (a + b - 5 * c) / (a + b) ^ 6 := by
  have hs : 0 < a + b := add_pos ha hb
  have h4 : ∫ r in Ioi (0 : ℝ), r ^ 4 * Real.exp (-((a + b) * r)) = 24 / (a + b) ^ 5 := by
    rw [integral_pow_mul_exp 4 hs]
    norm_num [Nat.factorial]
  have h5 : ∫ r in Ioi (0 : ℝ), r ^ 5 * Real.exp (-((a + b) * r)) = 120 / (a + b) ^ 6 := by
    rw [integral_pow_mul_exp 5 hs]
    norm_num [Nat.factorial]
  -- split the integrand into its two powers of r
  have split : dipole (initialWave a c) (finalWave b) =
      ∫ r in Ioi (0 : ℝ), (r ^ 4 * Real.exp (-((a + b) * r))
        - c * (r ^ 5 * Real.exp (-((a + b) * r)))) := by
    unfold dipole
    refine integral_congr_ae (Filter.Eventually.of_forall fun r => ?_)
    have e : Real.exp (-((a + b) * r)) = Real.exp (-(a * r)) * Real.exp (-(b * r)) := by
      rw [← Real.exp_add]
      congr 1
      ring
    simp only [initialWave, finalWave]
    rw [e]
    ring
  have e5 : 24 / (a + b) ^ 5 = 24 * (a + b) / (a + b) ^ 6 := by
    field_simp
  rw [split, integral_sub (integrable_pow_mul_exp 4 hs)
    ((integrable_pow_mul_exp 5 hs).const_mul c), integral_const_mul, h4, h5, e5]
  ring
```

## (d) The sign of the element

**Task.** For $a,b>0$, show that
$$D<0\iff b<5c-a,\qquad D=0\iff b=5c-a,\qquad D>0\iff b>5c-a.$$

**Solution.** Since $(a+b)^6>0$, the sign of $D$ is that of $a+b-5c$. The proof likewise clears the denominator and leaves linear inequalities to `linarith`.

Take $a=c=1$. The zero lies at $b=4$. At $b=1$,
$$D=\frac{24(2-5)}{2^6}=-\frac98,\qquad N_u=\frac14,\quad N_v=\frac34,$$
so the normalised element is $-\tfrac{3\sqrt3}{2}\approx-2.598$. In atomic units this is the hydrogenic 2s–2p radial integral for nuclear charge 2, up to the choice of phase. At $b=5$, $D=24/6^6=1/1944$, which is positive.

```lean
/-- For `a, b > 0`, the dipole matrix element of the model is negative, zero or positive
according as `b` lies below, at or above `5c - a`. -/
theorem dipole_sign {a b : ℝ} (c : ℝ) (ha : 0 < a) (hb : 0 < b) :
    (dipole (initialWave a c) (finalWave b) < 0 ↔ b < 5 * c - a) ∧
    (dipole (initialWave a c) (finalWave b) = 0 ↔ b = 5 * c - a) ∧
    (0 < dipole (initialWave a c) (finalWave b) ↔ 5 * c - a < b) := by
  have hp : 0 < (a + b) ^ 6 := by positivity
  rw [dipole_eq c ha hb, div_lt_iff₀ hp, div_eq_iff hp.ne', lt_div_iff₀ hp, zero_mul]
  refine ⟨?_, ?_, ?_⟩ <;> constructor <;> intro h <;> linarith
```

## (e) When a zero exists

**Task.** For $a>0$, show that
$$\bigl(\exists\,b>0:\ D(u_{a,c},v_b)=0\bigr)\iff a<5c.$$

**Solution.** By (d), a zero at $b>0$ must have $b=5c-a$, hence $5c-a>0$. Conversely, if $5c>a$, then $b=5c-a$ is positive and gives a zero. The two bullets of the proof are these two directions.

```lean
/-- For `a > 0`, the dipole matrix element of the model vanishes at some `b > 0` exactly when
`5c > a`. -/
theorem exists_zero_iff {a : ℝ} (c : ℝ) (ha : 0 < a) :
    (∃ b, 0 < b ∧ dipole (initialWave a c) (finalWave b) = 0) ↔ a < 5 * c := by
  constructor
  · rintro ⟨b, hb, h⟩
    have := (dipole_sign c ha hb).2.1.1 h
    linarith
  · intro h
    have hb : 0 < 5 * c - a := by linarith
    exact ⟨5 * c - a, hb, (dipole_sign c ha hb).2.1.2 rfl⟩
```

## (f) Two positive waves

**Task.** Let $u$ and $v$ be any real functions, positive for $r>0$, with $u(r)\,r\,v(r)$ integrable there. Show that
$$D(u,v)>0.$$

**Solution.** The integrand is positive at every $r>0$. A non-negative integrable function has zero integral only if it vanishes almost everywhere, which is impossible here. Lean uses the equivalent criterion that the support (`hsupp`) has positive measure; the support is the whole half-line.

```lean
/-- If both radial waves are positive for `r > 0` and the dipole integrand is integrable, the
dipole matrix element is positive. -/
theorem dipole_pos {u v : ℝ → ℝ} (hu : ∀ r, 0 < r → 0 < u r) (hv : ∀ r, 0 < r → 0 < v r)
    (hi : IntegrableOn (fun r => u r * r * v r) (Ioi 0)) : 0 < dipole u v := by
  have hpos : ∀ r ∈ Ioi (0 : ℝ), 0 < u r * r * v r := fun r hr =>
    mul_pos (mul_pos (hu r hr) hr) (hv r hr)
  have hnn : 0 ≤ᵐ[volume.restrict (Ioi (0 : ℝ))] (fun r => u r * r * v r) :=
    (ae_restrict_mem measurableSet_Ioi).mono fun r hr => (hpos r hr).le
  have hsupp : Function.support (fun r => u r * r * v r) ∩ Ioi 0 = Ioi (0 : ℝ) :=
    inter_eq_right.2 fun r hr => (hpos r hr).ne'
  unfold dipole
  rw [setIntegral_pos_iff_support_of_nonneg_ae hnn hi, hsupp, Real.volume_Ioi]
  simp
```

## (g) A zero element forces a node

**Task.** Let $u$ be continuous and $v$ positive on $r>0$, with integrable dipole integrand. Show that
$$D(u,v)=0\ \Longrightarrow\ \exists\,r>0:\ u(r)=0.$$

**Solution.** Suppose $u$ has no zero. By the intermediate value theorem it cannot take both signs, so it has the sign of $u(1)$ throughout. If $u>0$, then $D(u,v)>0$ by (f). If $u<0$, then (f) applied to $-u$ gives $D(u,v)<0$. Either way $D(u,v)\neq0$, a contradiction. The step `key` is the intermediate value argument, and `rcases` separates the two signs.

Neither wave need solve a Schrödinger equation. Some restriction on the signs of $v$ is needed: exchanging the two model waves leaves $D$ unchanged, so at $b=5c-a>0$ the positive wave $v_b$, taken as the initial state, has a zero element with the sign-changing $u_{a,c}$.

```lean
/-- Let the initial wave be continuous and the final wave positive for `r > 0`, with integrable
dipole integrand. If the dipole matrix element vanishes, the initial wave has a zero at some
`r > 0`. -/
theorem node_of_dipole_eq_zero {u v : ℝ → ℝ} (hu : ContinuousOn u (Ioi 0))
    (hv : ∀ r, 0 < r → 0 < v r) (hi : IntegrableOn (fun r => u r * r * v r) (Ioi 0))
    (h0 : dipole u v = 0) : ∃ r, 0 < r ∧ u r = 0 := by
  by_contra hn
  -- two points of opposite sign would enclose a node
  have key : ∀ x y : ℝ, 0 < x → 0 < y → u x ≤ 0 → 0 ≤ u y → False := by
    intro x y hx hy hux huy
    obtain ⟨r, hr, h⟩ := isPreconnected_Ioi.intermediate_value
      (mem_Ioi.2 hx) (mem_Ioi.2 hy) hu (mem_Icc.2 ⟨hux, huy⟩)
    exact hn ⟨r, hr, h⟩
  rcases le_total 0 (u 1) with h1 | h1
  · have hp : ∀ r, 0 < r → 0 < u r := fun r hr =>
      lt_of_not_ge fun h => key r 1 hr one_pos h h1
    exact (dipole_pos hp hv hi).ne' h0
  · -- a negative wave is reduced to a positive one by a change of phase
    have hp : ∀ r, 0 < r → 0 < -u r := fun r hr =>
      neg_pos.2 (lt_of_not_ge fun h => key 1 r one_pos hr h1 h)
    have e : (fun r => -u r * r * v r) = -(fun r => u r * r * v r) := by
      ext r
      simp
    have hi' : IntegrableOn (fun r => -u r * r * v r) (Ioi 0) := by
      rw [e]
      exact Integrable.neg hi
    have h := dipole_pos (u := fun r => -u r) hp hv hi'
    unfold dipole at h h0
    simp only [neg_mul, integral_neg] at h
    linarith
```

## (h) The model wave without a node

**Task.** For $a,b>0$ and $c\le0$, show that
$$D(u_{a,c},v_b)>0.$$

**Solution.** Here $5c-a<0<b$, so the third equivalence in (d) applies.

```lean
/-- For `a > 0` and `c ≤ 0`, the dipole matrix element of the model is positive for every
`b > 0`. -/
theorem dipole_pos_of_nonpos {a b c : ℝ} (ha : 0 < a) (hb : 0 < b) (hc : c ≤ 0) :
    0 < dipole (initialWave a c) (finalWave b) :=
  (dipole_sign c ha hb).2.2.2 (by linarith)
```

## (i) A node that produces no zero

**Task.** For $0<5c\le a$, show that
$$\bigl(\exists\,r>0:\ u_{a,c}(r)=0\bigr)\quad\text{and}\quad D(u_{a,c},v_b)>0\ \text{ for every } b>0.$$

**Solution.** At $r=1/c$ the prefactor is $1/c-c/c^2=0$, so the wave has a node. Also $5c-a\le0<b$, so (d) gives a positive element. The node sits at $r\ge5/a$, too far out for the negative part of the integrand to balance the positive part.

```lean
/-- A node does not suffice: for `0 < 5c ≤ a` the initial wave has a zero at some `r > 0`, yet
the dipole matrix element is positive for every `b > 0`. -/
theorem node_not_sufficient {a c : ℝ} (hc : 0 < c) (hac : 5 * c ≤ a) :
    (∃ r, 0 < r ∧ initialWave a c r = 0) ∧
    ∀ b, 0 < b → 0 < dipole (initialWave a c) (finalWave b) := by
  constructor
  · have h : c * c⁻¹ = 1 := mul_inv_cancel₀ hc.ne'
    have hz : c⁻¹ - c * c⁻¹ ^ 2 = 0 := by linear_combination (-c⁻¹) * h
    exact ⟨c⁻¹, inv_pos.2 hc, by rw [initialWave, hz, zero_mul]⟩
  · intro b hb
    exact (dipole_sign c (by linarith) hb).2.2.2 (by linarith)

end

end CooperMinimum
```

```lean
#print axioms CooperMinimum.exists_zero_iff
#print axioms CooperMinimum.node_of_dipole_eq_zero
#print axioms CooperMinimum.dipole_pos_of_nonpos
#print axioms CooperMinimum.node_not_sufficient
```

```
'CooperMinimum.exists_zero_iff' depends on axioms: [propext, Classical.choice, Quot.sound]
'CooperMinimum.node_of_dipole_eq_zero' depends on axioms: [propext, Classical.choice, Quot.sound]
'CooperMinimum.dipole_pos_of_nonpos' depends on axioms: [propext, Classical.choice, Quot.sound]
'CooperMinimum.node_not_sufficient' depends on axioms: [propext, Classical.choice, Quot.sound]
```
